# The Zwanzig average under incomplete overlap: a bound by $Z_1/Z_0$ and its equality case

## Definitions and conventions

The system has finitely many states $i$, the elements of a finite type `ι`. An ensemble is a real weight $w(i)$ for each state, a function `w : ι → ℝ`. Weights are unnormalised, and their sign is not built into the type: nonnegativity enters as a hypothesis of each theorem that uses it. The reference ensemble has weights $w_0$ and the target ensemble has weights $w_1$.

```lean
import Mathlib

open Finset

namespace ZwanzigOverlap

noncomputable section

variable {ι : Type*} [Fintype ι]
```

The partition sum is $Z(w)=\sum_i w(i)$, with the abbreviations $Z_0=Z(w_0)$ and $Z_1=Z(w_1)$. The normalised probability of state $i$ in the reference ensemble is $p_0(i)=w_0(i)/Z_0$.

```lean
/-- Partition sum of the weights `w` over all states. -/
def Z (w : ι → ℝ) : ℝ := ∑ i, w i
```

The sampled states of $w$ are those of positive weight, $S(w)=\{i : w(i)>0\}$, with $S_0=S(w_0)$. The word refers to states that the ensemble can reach at all, not to those met in a particular run.

```lean
/-- The states of positive weight `w`. -/
def sampled (w : ι → ℝ) : Finset ι := univ.filter (fun i => 0 < w i)
```

The Zwanzig average is the mean of the weight ratio under $p_0$, taken over the sampled states:
$$A_{01}=\sum_{i\in S_0}\frac{w_0(i)}{Z_0}\,\frac{w_1(i)}{w_0(i)} .$$
The first argument of `zwanzig` is the ensemble that is sampled, so `zwanzig w0 w1` is the forward average $A_{01}$ and `zwanzig w1 w0` is the reverse average $A_{10}$.

```lean
/-- Zwanzig average: the mean of `w1 / w0` under the distribution `w0 / Z0`,
taken over the states with `w0 > 0`. -/
def zwanzig (w0 w1 : ι → ℝ) : ℝ := ∑ i ∈ sampled w0, (w0 i / Z w0) * (w1 i / w0 i)
```

The missed weight is the target weight on the remaining states, $M_{01}=\sum_{i\notin S_0} w_1(i)$. For $w_0\ge 0$ these are the states with $w_0(i)=0$.

```lean
/-- Total target weight `w1` on the states where `w0` is not positive. -/
def missed (w0 w1 : ι → ℝ) : ℝ := ∑ i ∈ univ.filter (fun i => ¬ 0 < w0 i), w1 i
```

At inverse temperature $\beta$ the free energy is $F(w)=-\frac1\beta\ln Z(w)$, with $F_0=F(w_0)$ and $F_1=F(w_1)$.

```lean
/-- Free energy `-(1/β) ln Z` of the weights `w` at inverse temperature `β`. -/
def freeEnergy (β : ℝ) (w : ι → ℝ) : ℝ := -(1 / β) * Real.log (Z w)
```

Energies $E(i)$ give the Boltzmann weights $e^{-\beta E(i)}$. The energies are real numbers, so these weights are strictly positive. A hard-core exclusion, $E(i)=+\infty$, is represented by setting $w(i)=0$ directly.

```lean
/-- Boltzmann weights `exp (-β E)` of the energies `E`. -/
def boltzmann (β : ℝ) (E : ι → ℝ) : ι → ℝ := fun i => Real.exp (-β * E i)
```

The support of $w$, written $\operatorname{supp} w$ and `Function.support` in Lean, is the set of states with $w(i)\neq 0$. For nonnegative weights it has the same elements as $S(w)$.

## The reference weight cancels

Assume $Z_0\neq 0$. On a sampled state $w_0(i)\neq0$, so
$$Z_0\cdot\frac{w_0(i)}{Z_0}\cdot\frac{w_1(i)}{w_0(i)}=w_1(i),\qquad\text{hence}\qquad Z_0A_{01}=\sum_{i\in S_0}w_1(i).$$
Every state is either in $S_0$ or not, so $\sum_{i\in S_0}w_1(i)+M_{01}=Z_1$, and
$$Z_0A_{01}=Z_1-M_{01}.$$
No sign condition on either weight is used. In the proof, `h` is the termwise cancellation, done by `field_simp` from `hne` and `hZ`; `h2` is the splitting of $Z_1$ over $S_0$ and its complement; and `linarith` combines the two.

```lean
/-- For `Z0 ≠ 0`, `Z0` times the Zwanzig average equals `Z1` minus the missed target weight. -/
theorem Z_mul_zwanzig {w0 : ι → ℝ} (w1 : ι → ℝ) (hZ : Z w0 ≠ 0) :
    Z w0 * zwanzig w0 w1 = Z w1 - missed w0 w1 := by
  -- on sampled states the reference weight cancels
  have h : Z w0 * zwanzig w0 w1 = ∑ i ∈ sampled w0, w1 i := by
    unfold zwanzig
    rw [mul_sum]
    refine sum_congr rfl fun i hi => ?_
    have hne : w0 i ≠ 0 := (mem_filter.mp hi).2.ne'
    field_simp
  have h2 := sum_filter_add_sum_filter_not univ (fun i => 0 < w0 i) w1
  rw [h]
  unfold missed sampled Z
  linarith
```

## When nothing is missed

Let $w_0,w_1\ge0$. Then $M_{01}$ is a sum of nonnegative terms and vanishes exactly when $w_1(i)=0$ for every $i\notin S_0$; this is the rewrite with `sum_eq_zero_iff_of_nonneg`. Suppose this holds and $w_1(i)\neq0$. If $w_0(i)$ were zero, $i$ would be unsampled and $w_1(i)$ would vanish, so $w_0(i)\ne0$. Conversely, suppose $\operatorname{supp}w_1\subseteq\operatorname{supp}w_0$ and take $i\notin S_0$. If $w_1(i)\neq0$, then $w_0(i)\neq0$, and with $w_0(i)\ge0$ this gives $w_0(i)>0$, contradicting $i\notin S_0$. The two branches after `constructor` are these two arguments, and `h0` is used only in the second.

```lean
/-- For nonnegative weights the missed target weight vanishes exactly when the
support of `w1` lies inside the support of `w0`. -/
theorem missed_eq_zero_iff {w0 w1 : ι → ℝ} (h0 : ∀ i, 0 ≤ w0 i) (h1 : ∀ i, 0 ≤ w1 i) :
    missed w0 w1 = 0 ↔ Function.support w1 ⊆ Function.support w0 := by
  rw [missed, sum_eq_zero_iff_of_nonneg (fun i _ => h1 i)]
  constructor
  · intro h i hi
    refine Function.mem_support.mpr fun hz => ?_
    have hn : ¬ 0 < w0 i := by rw [hz]; exact lt_irrefl 0
    exact Function.mem_support.mp hi (h i (mem_filter.mpr ⟨mem_univ _, hn⟩))
  · intro h i hi
    by_contra hne
    have hw : w0 i ≠ 0 := Function.mem_support.mp (h (Function.mem_support.mpr hne))
    exact (mem_filter.mp hi).2 (lt_of_le_of_ne (h0 i) hw.symm)
```

## The bound

Let $w_0,w_1\ge0$ and $Z_0>0$. Dividing the cancellation identity by $Z_0$ gives
$$A_{01}=\frac{Z_1}{Z_0}-\frac{M_{01}}{Z_0}\le\frac{Z_1}{Z_0},$$
with equality exactly when $M_{01}=0$, that is, when $\operatorname{supp}w_1\subseteq\operatorname{supp}w_0$.

The theorem `zwanzig_le_ratio` states both parts: for nonnegative weights (`h0`, `h1`) with positive reference sum (`hZ`), the average is at most $Z_1/Z_0$, and it equals $Z_1/Z_0$ if and only if every state carrying target weight also carries reference weight. Positivity of $Z_1$ is not assumed; for $w_1=0$ both sides are zero and the empty support lies inside any set. The proof multiplies out instead of dividing: `le_div_iff₀` and `eq_div_iff` turn the claims into $A_{01}Z_0\le Z_1$ and $A_{01}Z_0=Z_1$, the support condition is rewritten as $M_{01}=0$, and all three goals are linear consequences of `key` and `hm`.

```lean
/-- For nonnegative weights with `Z0 > 0` the Zwanzig average is at most `Z1 / Z0`, with
equality exactly when the support of `w1` lies inside the support of `w0`. -/
theorem zwanzig_le_ratio {w0 w1 : ι → ℝ} (h0 : ∀ i, 0 ≤ w0 i) (h1 : ∀ i, 0 ≤ w1 i)
    (hZ : 0 < Z w0) :
    zwanzig w0 w1 ≤ Z w1 / Z w0 ∧
      (zwanzig w0 w1 = Z w1 / Z w0 ↔ Function.support w1 ⊆ Function.support w0) := by
  have key := Z_mul_zwanzig w1 hZ.ne'
  have hm : 0 ≤ missed w0 w1 := sum_nonneg fun i _ => h1 i
  rw [le_div_iff₀ hZ, eq_div_iff hZ.ne', ← missed_eq_zero_iff h0 h1]
  exact ⟨by linarith, fun h => by linarith, fun h => by linarith⟩
```

The statement concerns the exact ensemble average on a finite set of states. Continuous phase space, finite samples, correlations along a trajectory and the variance of an estimator are not modelled, and the equality condition compares only the supports, not how much probability the ensembles share. Incomplete overlap in the title means that $\operatorname{supp}w_1$ is not contained in $\operatorname{supp}w_0$. In the Lean names and docstrings of the next section, overlap means only that at least one state has positive weight in both ensembles.

## Passing to free energies

The logarithm of $A_{01}$ is meaningful only if $A_{01}>0$. Suppose some state $j$ has $w_0(j)>0$ and $w_1(j)>0$. Then $Z_0$ and $Z_1$ are sums of nonnegative terms with a positive term at $j$. The same is true of $A_{01}$, because $j\in S_0$ and its term is a product of two positive quotients. The lemma `sum_pos'` is applied three times in this way.

```lean
/-- If some state has positive weight in both ensembles of nonnegative weights,
then `Z0`, `Z1` and the Zwanzig average are positive. -/
theorem pos_of_overlap {w0 w1 : ι → ℝ} (h0 : ∀ i, 0 ≤ w0 i) (h1 : ∀ i, 0 ≤ w1 i)
    (hov : ∃ i, 0 < w0 i ∧ 0 < w1 i) :
    0 < Z w0 ∧ 0 < Z w1 ∧ 0 < zwanzig w0 w1 := by
  obtain ⟨j, hj0, hj1⟩ := hov
  have hZ0 : 0 < Z w0 := sum_pos' (fun i _ => h0 i) ⟨j, mem_univ _, hj0⟩
  have hZ1 : 0 < Z w1 := sum_pos' (fun i _ => h1 i) ⟨j, mem_univ _, hj1⟩
  refine ⟨hZ0, hZ1, ?_⟩
  unfold zwanzig
  refine sum_pos' (fun i _ => ?_) ⟨j, mem_filter.mpr ⟨mem_univ _, hj0⟩, ?_⟩
  · exact mul_nonneg (div_nonneg (h0 i) hZ0.le) (div_nonneg (h1 i) (h0 i))
  · exact mul_pos (div_pos hj0 hZ0) (div_pos hj1 hj0)
```

For $\beta>0$ define the estimate $\Delta F_{01}=-\frac1\beta\ln A_{01}$. The exact difference is
$$F_1-F_0=-\frac1\beta\left(\ln Z_1-\ln Z_0\right)=-\frac1\beta\ln\frac{Z_1}{Z_0}.$$
From $0<A_{01}\le Z_1/Z_0$ and the monotonicity of the logarithm, $\ln A_{01}\le\ln(Z_1/Z_0)$. Multiplying by the negative number $-1/\beta$ reverses the inequality:
$$F_1-F_0\le\Delta F_{01}.$$
If equality holds, the nonzero prefactor cancels and the logarithm, being injective on positive numbers, gives $A_{01}=Z_1/Z_0$, which is the support condition. In the other direction $A_{01}=Z_1/Z_0$ is simply substituted.

The hypothesis `hov` is the shared state $j$. It matters because Mathlib sets the logarithm of zero to zero, whereas the physical estimate for disjoint supports is $+\infty$. In the proof `hF` is the formula for $F_1-F_0$, `Real.log_le_log` gives the inequality, and `mul_left_cancel₀` followed by `Real.log_injOn_pos` gives the equality case.

```lean
/-- For `β > 0` and overlapping nonnegative weights, `-(1/β)` times the logarithm of the
Zwanzig average is at least `F1 - F0`, with equality exactly when the support of `w1`
lies inside the support of `w0`. -/
theorem freeEnergy_diff_le_estimate {β : ℝ} (hβ : 0 < β) {w0 w1 : ι → ℝ}
    (h0 : ∀ i, 0 ≤ w0 i) (h1 : ∀ i, 0 ≤ w1 i) (hov : ∃ i, 0 < w0 i ∧ 0 < w1 i) :
    freeEnergy β w1 - freeEnergy β w0 ≤ -(1 / β) * Real.log (zwanzig w0 w1) ∧
      (-(1 / β) * Real.log (zwanzig w0 w1) = freeEnergy β w1 - freeEnergy β w0 ↔
        Function.support w1 ⊆ Function.support w0) := by
  obtain ⟨hZ0, hZ1, hz⟩ := pos_of_overlap h0 h1 hov
  obtain ⟨hle, hiff⟩ := zwanzig_le_ratio h0 h1 hZ0
  have hF : freeEnergy β w1 - freeEnergy β w0 = -(1 / β) * Real.log (Z w1 / Z w0) := by
    rw [Real.log_div hZ1.ne' hZ0.ne']
    unfold freeEnergy
    ring
  have hb : 0 < 1 / β := one_div_pos.mpr hβ
  rw [hF, ← hiff]
  refine ⟨?_, fun h => ?_, fun h => by rw [h]⟩
  · -- the logarithm is monotone and the prefactor is negative
    have hm := mul_le_mul_of_nonneg_left (Real.log_le_log hz hle) hb.le
    linarith
  · have hl := mul_left_cancel₀ (neg_ne_zero.mpr hb.ne') h
    exact Real.log_injOn_pos (Set.mem_Ioi.mpr hz) (Set.mem_Ioi.mpr (div_pos hZ1 hZ0)) hl
```

## Forward and reverse averages

Now let both $Z_0$ and $Z_1$ be positive, and put $r=Z_1/Z_0$ and $s=Z_0/Z_1$, so that $r,s>0$ and $rs=1$. The bound applied in both directions gives $0\le A_{01}\le r$ and $0\le A_{10}\le s$. Therefore
$$A_{01}A_{10}\le A_{01}\,s\le rs=1 .$$
If $A_{01}<r$, then $A_{01}A_{10}\le A_{01}s<rs=1$. If $A_{10}<s$, then $A_{01}A_{10}\le rA_{10}<rs=1$. So the product equals one only if both bounds are attained, and if both are attained it is $rs=1$. Both are attained exactly when each support contains the other, that is, when $\operatorname{supp}w_1=\operatorname{supp}w_0$. No shared state is assumed here.

In Lean, `p1` is $A_{01}A_{10}\le A_{01}s$, `p2` is $A_{01}A_{10}\le rA_{10}$, and `p3` is $A_{01}s\le rs$. The rewrite with `Set.Subset.antisymm_iff` splits the equality of supports into two inclusions, and the two `by_contra` branches are the two strict cases.

```lean
/-- For nonnegative weights with positive partition sums, the product of the forward and
reverse Zwanzig averages is at most one, and equals one exactly when the supports coincide. -/
theorem forward_mul_reverse_le_one {w0 w1 : ι → ℝ} (h0 : ∀ i, 0 ≤ w0 i)
    (h1 : ∀ i, 0 ≤ w1 i) (hZ0 : 0 < Z w0) (hZ1 : 0 < Z w1) :
    zwanzig w0 w1 * zwanzig w1 w0 ≤ 1 ∧
      (zwanzig w0 w1 * zwanzig w1 w0 = 1 ↔ Function.support w1 = Function.support w0) := by
  obtain ⟨ha, haiff⟩ := zwanzig_le_ratio h0 h1 hZ0
  obtain ⟨hb, hbiff⟩ := zwanzig_le_ratio h1 h0 hZ1
  have ha0 : 0 ≤ zwanzig w0 w1 := sum_nonneg fun i _ =>
    mul_nonneg (div_nonneg (h0 i) hZ0.le) (div_nonneg (h1 i) (h0 i))
  have hb0 : 0 ≤ zwanzig w1 w0 := sum_nonneg fun i _ =>
    mul_nonneg (div_nonneg (h1 i) hZ1.le) (div_nonneg (h0 i) (h1 i))
  have hr : 0 < Z w1 / Z w0 := div_pos hZ1 hZ0
  have hs : 0 < Z w0 / Z w1 := div_pos hZ0 hZ1
  have hrs : Z w1 / Z w0 * (Z w0 / Z w1) = 1 := by field_simp
  have p1 := mul_le_mul_of_nonneg_left hb ha0
  have p2 := mul_le_mul_of_nonneg_right ha hb0
  have p3 := mul_le_mul_of_nonneg_right ha hs.le
  rw [Set.Subset.antisymm_iff, ← haiff, ← hbiff]
  refine ⟨by linarith, fun h => ⟨?_, ?_⟩, fun h => by rw [h.1, h.2, hrs]⟩
  · -- a strict loss in either direction makes the product smaller than one
    by_contra hne
    have p4 := mul_lt_mul_of_pos_right (lt_of_le_of_ne ha hne) hs
    linarith
  · by_contra hne
    have p4 := mul_lt_mul_of_pos_left (lt_of_le_of_ne hb hne) hr
    linarith
```

## Boltzmann weights and Zwanzig's identity

Take real energies $E_0(i)$, $E_1(i)$ and $w_k(i)=e^{-\beta E_k(i)}$ for $k=0,1$, with at least one state. Every weight is positive, so $S_0$ is the whole set, and the ratio is
$$\frac{e^{-\beta E_1(i)}}{e^{-\beta E_0(i)}}=e^{-\beta\,(E_1(i)-E_0(i))}.$$
The average becomes the reference mean over all states. Since $\operatorname{supp}w_0$ is everything, the equality case applies:
$$A_{01}=\sum_i p_0(i)\,e^{-\beta(E_1(i)-E_0(i))}=\bigl\langle e^{-\beta(E_1-E_0)}\bigr\rangle_0=\frac{Z_1}{Z_0}.$$
Zwanzig's identity is commonly written for a classical phase-space integral and as a formula for $F_1-F_0$. The theorem `zwanzig_boltzmann` is its ratio form for a finite sum, valid for every real $\beta$. The hypothesis `[Nonempty ι]` makes $Z_0$ positive, `hs` says that all states are sampled, `he` is the ratio of exponentials via `Real.exp_sub`, and the second half calls the equality case of `zwanzig_le_ratio`.

```lean
/-- For Boltzmann weights of real energies on a nonempty finite set of states, the Zwanzig average is the
reference-ensemble mean of `exp (-β (E1 - E0))` over all states, and it equals `Z1 / Z0`. -/
theorem zwanzig_boltzmann [Nonempty ι] (β : ℝ) (E0 E1 : ι → ℝ) :
    zwanzig (boltzmann β E0) (boltzmann β E1) =
        ∑ i, (boltzmann β E0 i / Z (boltzmann β E0)) * Real.exp (-β * (E1 i - E0 i)) ∧
      zwanzig (boltzmann β E0) (boltzmann β E1) = Z (boltzmann β E1) / Z (boltzmann β E0) := by
  have hp : ∀ (E : ι → ℝ) (i : ι), 0 < boltzmann β E i := fun E i => Real.exp_pos _
  constructor
  · -- every state is sampled
    have hs : sampled (boltzmann β E0) = univ := filter_true_of_mem fun i _ => hp E0 i
    unfold zwanzig
    rw [hs]
    refine sum_congr rfl fun i _ => ?_
    have he : boltzmann β E1 i / boltzmann β E0 i = Real.exp (-β * (E1 i - E0 i)) := by
      unfold boltzmann
      rw [← Real.exp_sub]
      congr 1
      ring
    rw [he]
  · have hZ : 0 < Z (boltzmann β E0) := sum_pos (fun i _ => hp E0 i) univ_nonempty
    exact (zwanzig_le_ratio (fun i => (hp E0 i).le) (fun i => (hp E1 i).le) hZ).2.mpr
      fun i _ => Function.mem_support.mpr (hp E0 i).ne'
```

## In a simulation

In the simplest, single-step form of the method, a free-energy perturbation code generates $N$ configurations $x_1,\dots,x_N$ from the reference ensemble by Monte Carlo or molecular dynamics, evaluates $\Delta E_n=E_1(x_n)-E_0(x_n)$ on each, and reports $-\frac1\beta\ln\bigl[\frac1N\sum_n e^{-\beta\Delta E_n}\bigr]$. The factor $p_0(i)$ never appears in the code, since it is supplied by the frequency of visits, and the restriction to $S_0$ is automatic, since configurations of zero reference weight are not generated. A frame that violates a hard-core constraint of the target contributes zero to the sum. For a finite-state model with exact averages, the results say that switching on an exclusion is exact, while switching off an exclusion that hides target weight overestimates $F_1-F_0$. With finite energies, a run of finite length that never visits the states dominating $Z_1$ resembles the case of missed weight, but that resemblance is an analogy which no theorem here covers.

## Two states

Let the states be $i=0$ and $i=1$, the indices of `Fin 2`, with $w_0=(1,0)$ and $w_1=(1,1)$, so $Z_0=1$ and $Z_1=2$. The normalised distributions are $p_0=(1,0)$ and $p_1=w_1/Z_1=(\tfrac12,\tfrac12)$. State $1$ is forbidden in the reference and allowed in the target. The forward average runs over state $0$ alone:
$$A_{01}=\frac11\cdot\frac11=1<2=\frac{Z_1}{Z_0}.$$
The reverse average runs over both states:
$$A_{10}=\frac12\cdot\frac11+\frac12\cdot\frac01=\frac12=\frac{Z_0}{Z_1}.$$
The forward bound is strict and the reverse average is exact, in line with $\operatorname{supp}w_0=\{0\}$ being a proper subset of $\operatorname{supp}w_1=\{0,1\}$. The theorem states the four values $1$, $2$, $\tfrac12$, $\tfrac12$; `norm_num` expands the two-term sums with `Fin.sum_univ_two` and evaluates them.

```lean
/-- For two states with `w0 = (1, 0)` and `w1 = (1, 1)` the forward average is `1` while
`Z1 / Z0 = 2`, and the reverse average and `Z0 / Z1` both equal `1 / 2`. -/
theorem two_state_strict :
    zwanzig ![1, 0] ![1, 1] = 1 ∧ Z ![1, 1] / Z ![1, 0] = 2 ∧
      zwanzig ![1, 1] ![1, 0] = 1 / 2 ∧ Z ![1, 0] / Z ![1, 1] = 1 / 2 := by
  refine ⟨?_, ?_, ?_, ?_⟩ <;>
    norm_num [zwanzig, sampled, Z, Finset.sum_filter, Fin.sum_univ_two]

end

end ZwanzigOverlap
```

```lean
#print axioms ZwanzigOverlap.freeEnergy_diff_le_estimate
#print axioms ZwanzigOverlap.forward_mul_reverse_le_one
#print axioms ZwanzigOverlap.zwanzig_boltzmann
#print axioms ZwanzigOverlap.two_state_strict
```

```
'ZwanzigOverlap.freeEnergy_diff_le_estimate' depends on axioms: [propext, Classical.choice, Quot.sound]
'ZwanzigOverlap.forward_mul_reverse_le_one' depends on axioms: [propext, Classical.choice, Quot.sound]
'ZwanzigOverlap.zwanzig_boltzmann' depends on axioms: [propext, Classical.choice, Quot.sound]
'ZwanzigOverlap.two_state_strict' depends on axioms: [propext, Classical.choice, Quot.sound]
```
